# Lowest electron-attachment energy of a chain with end-site attraction $v$: limit $0$ for $v\le 1$, limit $2-v-1/v<0$ for $v>1$

Measure the energy of an extra electron from the bottom of the band of a long chain without attraction, so that a negative energy means binding. Put the electron on two sites, with hopping $-1$, on-site energy 2, and an attraction $v$ on the first site:

$$H=\begin{pmatrix}2-v&-1\\-1&2\end{pmatrix}.$$

For amplitudes $a,b$ and $v\ne0$, the unnormalised energy is

$$(2-v)a^2-2ab+2b^2=\left(2-v-\tfrac1v\right)(a^2+b^2)+\tfrac1v\left[(a-vb)^2+b^2\right].$$

If $v>1$, the choice $b=a/v$ removes the first square. The remaining $b^2/v$ is the cost of ending the chain, and it shrinks as sites are added. At $v=1.4$ the two-site lowest energy is about $+0.08$; a third site already makes it negative, and the long-chain limit is about $-0.11$.

## Bounds for a chain of $n+1$ sites

Number the sites $0,\dots,n$. Let $H_n(v)$ have diagonal 2, except for $2-v$ on site 0, and nearest-neighbour entries $-1$. Write $\lambda_n$ for its lowest eigenvalue and $\varepsilon=2-v-1/v$ when $v\ne0$. Then

- for $v\le1$ and $n\ge1$, $0<\lambda_n\le 2/n$;
- for $v>1$ and $n\ge0$, $\varepsilon\le\lambda_n\le\varepsilon+v^{-(2n+1)}$, with $\varepsilon<0$.

The single site with $v\le1$ also has positive energy, $2-v$. The bound $2/n$ is enough to prove the limit but is not the true rate: at fixed $v\le1$ the lowest energy falls as $1/n^2$, as for a particle in a box. That rate is not proved here.

## Reading a positive attachment energy in a finite basis

An equation-of-motion electron-attachment (EOM-EA) calculation gives attachment energies in a finite basis. Here an attachment energy is the energy with the added electron minus the energy without it, so a bound electron has a negative value; electron affinities are often quoted with the opposite sign. Diffuse functions give the added electron room to spread. In this non-interacting, one-electron chain, adding sites plays that role: a positive lowest energy either stays positive and drifts to zero, or turns negative and converges to a bound level. The positive sign alone, on one finite chain, does not tell the two apart. The bounds can also serve as a check on a symmetric tridiagonal eigensolver.

## Two sums of squares and two trial orbitals

For real amplitudes $f_0,\dots,f_n$, let $S=\sum_{k=0}^n f_k^2$ and let $Q$ be the unnormalised expectation value; the normalised energy is $Q/S$ for $S>0$. Multiplying out the matrix gives

$$Q=2S-vf_0^2-2\sum_{k=0}^{n-1}f_kf_{k+1}.$$

Expanding the squared differences,

$$\sum_{k=0}^{n-1}(f_k-f_{k+1})^2=2S-f_0^2-f_n^2-2\sum_{k=0}^{n-1}f_kf_{k+1},$$

so

$$Q=(1-v)f_0^2+\sum_{k=0}^{n-1}(f_k-f_{k+1})^2+f_n^2.\tag{1}$$

For $v\ne0$, similarly,

$$\frac1v\sum_{k=0}^{n-1}(f_k-vf_{k+1})^2=\frac1v(S-f_n^2)+v(S-f_0^2)-2\sum_{k=0}^{n-1}f_kf_{k+1},$$

and therefore

$$Q=\varepsilon S+\frac1v\left[\sum_{k=0}^{n-1}(f_k-vf_{k+1})^2+f_n^2\right].\tag{2}$$

Expanding $f$ in orthonormal eigenvectors with coefficients $c_j$ and eigenvalues $E_j$ gives $Q=\sum_jE_jc_j^2\ge\lambda_nS$, the variational principle.

**Case $v\le1$.** An eigenvector with energy $E$ has $Q=ES$ and $S>0$. If $E\le0$, every term in (1) must vanish. Then $f_n=0$ and neighbouring amplitudes are equal, so $f=0$, a contradiction. Hence $E>0$. For $n\ge1$, the trial orbital $0,1,\dots,1$ has $S=n$ and $Q=2$, so $\lambda_n\le2/n$. Thus $\lambda_n\to0$.

**Case $v>1$.** Applied to the lowest eigenvector, (2) gives $\lambda_n\ge\varepsilon$. For $f_k=v^{-k}$ the squares in the sum vanish, leaving $Q=\varepsilon S+v^{-(2n+1)}$. Since $S\ge1$, dividing by $S$ gives the upper bound. It tends to $\varepsilon=-(v-1)^2/v<0$, and so does $\lambda_n$.

## Lean file

```lean
import Mathlib

open Matrix Filter Topology

namespace ElectronAttachmentChain

noncomputable section

/-- Matrix element between sites `i` and `j`: diagonal 2, lowered by `v` on site 0,
and -1 between nearest neighbours. -/
def entry (v : ℝ) (i j : ℕ) : ℝ :=
  if i = j then (if i = 0 then 2 - v else 2)
  else if i + 1 = j ∨ j + 1 = i then -1 else 0

/-- The electron-attachment matrix on a chain of `n + 1` sites. -/
def attachment (n : ℕ) (v : ℝ) : Matrix (Fin (n + 1)) (Fin (n + 1)) ℝ :=
  Matrix.of fun i j => entry v i j

/-- The attachment energies: the eigenvalues of the attachment matrix. -/
def energies (n : ℕ) (v : ℝ) : Set ℝ :=
  {E | ∃ x : Fin (n + 1) → ℝ, x ≠ 0 ∧ attachment n v *ᵥ x = E • x}

/-- The lowest attachment energy on `n + 1` sites. -/
def lowest (n : ℕ) (v : ℝ) : ℝ := sInf (energies n v)

/-- The unnormalised energy expectation value of the orbital with amplitude `f k` on site `k`. -/
def expectation (n : ℕ) (v : ℝ) (f : ℕ → ℝ) : ℝ :=
  (fun i : Fin (n + 1) => f i) ⬝ᵥ (attachment n v *ᵥ fun i : Fin (n + 1) => f i)

/-- The matrix elements are symmetric. -/
theorem entry_comm (v : ℝ) (i j : ℕ) : entry v i j = entry v j i := by
  rcases eq_or_ne i j with rfl | h
  · rfl
  · unfold entry
    rw [if_neg h, if_neg h.symm]
    exact if_congr or_comm rfl rfl

/-- The expectation value consists of on-site terms and nearest-neighbour hopping terms. -/
theorem expectation_eq (n : ℕ) (v : ℝ) (f : ℕ → ℝ) :
    expectation n v f = 2 * ∑ k ∈ Finset.range (n + 1), f k ^ 2 - v * f 0 ^ 2
      - 2 * ∑ k ∈ Finset.range n, f k * f (k + 1) := by
  have h : expectation n v f = ∑ i ∈ Finset.range (n + 1), ∑ j ∈ Finset.range (n + 1),
      f i * (entry v i j * f j) := by
    simp only [expectation, dotProduct, Matrix.mulVec, attachment, Matrix.of_apply,
      Finset.mul_sum, Finset.sum_range]
  rw [h]
  clear h
  induction n with
  | zero =>
    have e : entry v 0 0 = 2 - v := by simp [entry]
    simp only [zero_add, Finset.sum_range_one, Finset.sum_range_zero, e]
    ring
  | succ n ih =>
    -- the new site couples only to its neighbour
    have col : ∑ i ∈ Finset.range (n + 1), f i * (entry v i (n + 1) * f (n + 1))
        = -(f n * f (n + 1)) := by
      rw [Finset.sum_range_succ, Finset.sum_eq_zero]
      · simp [entry]
      · intro i hi
        have hi' := Finset.mem_range.mp hi
        have e : entry v i (n + 1) = 0 := by
          unfold entry
          rw [if_neg (by omega), if_neg (by omega)]
        rw [e]
        ring
    have row : ∑ j ∈ Finset.range (n + 1), f (n + 1) * (entry v (n + 1) j * f j)
        = -(f n * f (n + 1)) := by
      rw [← col]
      refine Finset.sum_congr rfl fun j _ => ?_
      rw [entry_comm v (n + 1) j]
      ring
    have e : entry v (n + 1) (n + 1) = 2 := by simp [entry]
    simp only [Finset.sum_range_succ _ (n + 1), Finset.sum_add_distrib]
    rw [ih, col, row, e, Finset.sum_range_succ (fun k => f k * f (k + 1)) n]
    ring

/-- The expectation value as a sum of squared amplitude differences and two end terms. -/
theorem expectation_eq_differences (n : ℕ) (v : ℝ) (f : ℕ → ℝ) :
    expectation n v f = (1 - v) * f 0 ^ 2
      + (∑ k ∈ Finset.range n, (f k - f (k + 1)) ^ 2 + f n ^ 2) := by
  rw [expectation_eq]
  induction n with
  | zero =>
    simp only [zero_add, Finset.sum_range_one, Finset.sum_range_zero]
    ring
  | succ n ih =>
    simp only [Finset.sum_range_succ] at ih ⊢
    linear_combination ih

/-- For `v ≠ 0` the energy `2 - v - 1/v` splits off, and the rest is `1/v` times a sum of
squares. -/
theorem expectation_eq_bound (n : ℕ) {v : ℝ} (hv : v ≠ 0) (f : ℕ → ℝ) :
    expectation n v f = (2 - v - 1 / v) * ∑ k ∈ Finset.range (n + 1), f k ^ 2
      + 1 / v * (∑ k ∈ Finset.range n, (f k - v * f (k + 1)) ^ 2 + f n ^ 2) := by
  rw [expectation_eq]
  have h : v * (1 / v) = 1 := mul_one_div_cancel hv
  generalize 1 / v = w at h ⊢
  induction n with
  | zero =>
    simp only [zero_add, Finset.sum_range_one, Finset.sum_range_zero]
    ring
  | succ n ih =>
    simp only [Finset.sum_range_succ] at ih ⊢
    linear_combination ih + (2 * f n * f (n + 1) - v * f (n + 1) ^ 2) * h

lemma norm_eq (n : ℕ) (f : ℕ → ℝ) :
    (fun i : Fin (n + 1) => f i) ⬝ᵥ (fun i : Fin (n + 1) => f i)
      = ∑ k ∈ Finset.range (n + 1), f k ^ 2 := by
  simp only [dotProduct, Finset.sum_range, sq]

/-- Every eigenvalue of a real symmetric matrix in its spectral decomposition has a nonzero
eigenvector. -/
theorem exists_eigenvector {m : ℕ} {A : Matrix (Fin m) (Fin m) ℝ} (hA : A.IsHermitian)
    (j : Fin m) : ∃ x : Fin m → ℝ, x ≠ 0 ∧ A *ᵥ x = hA.eigenvalues j • x :=
  ⟨(hA.eigenvectorBasis j).ofLp,
    fun h => hA.eigenvectorBasis.orthonormal.ne_zero j (by ext i; exact congrFun h i),
    hA.mulVec_eigenvectorBasis j⟩

lemma attachment_isHermitian (n : ℕ) (v : ℝ) : (attachment n v).IsHermitian :=
  Matrix.IsHermitian.ext fun i j => by simpa [attachment] using entry_comm v j i

/-- The lowest attachment energy is itself an eigenvalue, and no eigenvalue lies below it. -/
theorem lowest_isLeast (n : ℕ) (v : ℝ) : IsLeast (energies n v) (lowest n v) := by
  have hfin : (energies n v).Finite := by
    -- eigenvalues are roots of the characteristic polynomial
    refine (Polynomial.finite_setOfPred_isRoot
      (attachment n v).charpoly_monic.ne_zero).subset ?_
    rintro E ⟨x, hx, h⟩
    change Polynomial.eval E _ = 0
    rw [Matrix.eval_charpoly]
    refine Matrix.exists_mulVec_eq_zero_iff.mp ⟨x, hx, ?_⟩
    ext i
    simp [Matrix.sub_mulVec, h, Matrix.scalar_apply]
  have hne : (energies n v).Nonempty := ⟨_, exists_eigenvector (attachment_isHermitian n v) 0⟩
  exact ⟨hne.csInf_mem hfin, fun E hE => csInf_le hfin.bddBelow hE⟩

/-- Variational principle: the lowest energy times the squared norm of a trial orbital does not
exceed its expectation value. -/
theorem variational (n : ℕ) (v : ℝ) (f : ℕ → ℝ) :
    lowest n v * ∑ k ∈ Finset.range (n + 1), f k ^ 2 ≤ expectation n v f := by
  have hB : (attachment n v - lowest n v • (1 : Matrix _ _ ℝ)).IsHermitian := by
    unfold Matrix.IsHermitian
    rw [Matrix.conjTranspose_sub, (attachment_isHermitian n v).eq]
    simp
  -- the shifted matrix has no negative eigenvalue
  have hpos := hB.posSemidef_iff_eigenvalues_nonneg.mpr (fun j => by
    obtain ⟨y, hy, h⟩ := exists_eigenvector hB j
    rw [Matrix.sub_mulVec, Matrix.smul_mulVec, Matrix.one_mulVec] at h
    have hm : hB.eigenvalues j + lowest n v ∈ energies n v :=
      ⟨y, hy, by rw [add_smul, ← h, sub_add_cancel]⟩
    have := (lowest_isLeast n v).2 hm
    change 0 ≤ hB.eigenvalues j
    linarith)
  have h := hpos.dotProduct_mulVec_nonneg (fun i : Fin (n + 1) => f i)
  rw [star_trivial, Matrix.sub_mulVec, Matrix.smul_mulVec, Matrix.one_mulVec, dotProduct_sub,
    dotProduct_smul, smul_eq_mul, norm_eq] at h
  unfold expectation
  linarith

lemma exists_orbital {n : ℕ} {v E : ℝ} (hE : E ∈ energies n v) :
    ∃ f : ℕ → ℝ, 0 < ∑ k ∈ Finset.range (n + 1), f k ^ 2 ∧
      expectation n v f = E * ∑ k ∈ Finset.range (n + 1), f k ^ 2 := by
  obtain ⟨x, hx, h⟩ := hE
  obtain ⟨f, rfl⟩ : ∃ f : ℕ → ℝ, x = fun i : Fin (n + 1) => f i :=
    ⟨fun k => if h : k < n + 1 then x ⟨k, h⟩ else 0, by
      ext i
      have e : (if h : (i : ℕ) < n + 1 then x ⟨i, h⟩ else 0) = x i := dif_pos i.isLt
      exact e.symm⟩
  refine ⟨f, lt_of_le_of_ne (Finset.sum_nonneg fun k _ => sq_nonneg _) ?_, ?_⟩
  · rw [← norm_eq]
    exact Ne.symm (mt dotProduct_self_eq_zero.mp hx)
  · rw [expectation, h, dotProduct_smul, smul_eq_mul, norm_eq]

lemma norm_eq_zero_of_differences (n : ℕ) (f : ℕ → ℝ)
    (h : ∑ k ∈ Finset.range n, (f k - f (k + 1)) ^ 2 + f n ^ 2 ≤ 0) :
    ∑ k ∈ Finset.range (n + 1), f k ^ 2 = 0 := by
  induction n with
  | zero =>
    simp only [zero_add, Finset.sum_range_one, Finset.sum_range_zero] at h ⊢
    exact le_antisymm h (sq_nonneg _)
  | succ n ih =>
    have hs : 0 ≤ ∑ k ∈ Finset.range n, (f k - f (k + 1)) ^ 2 :=
      Finset.sum_nonneg fun k _ => sq_nonneg _
    rw [Finset.sum_range_succ] at h
    have a : f (n + 1) = 0 := (pow_eq_zero_iff two_ne_zero).mp (le_antisymm
      (by linarith [sq_nonneg (f n - f (n + 1))]) (sq_nonneg _))
    rw [a, sub_zero] at h
    rw [Finset.sum_range_succ, ih (by linarith), a]
    norm_num

/-- For `v ≤ 1` every attachment energy is positive, whatever the length of the chain. -/
theorem energy_pos {n : ℕ} {v E : ℝ} (hv : v ≤ 1) (hE : E ∈ energies n v) : 0 < E := by
  obtain ⟨f, hS, h⟩ := exists_orbital hE
  by_contra hneg
  have h1 := mul_nonneg (neg_nonneg.mpr (not_lt.mp hneg)) hS.le
  have h2 := mul_nonneg (sub_nonneg.mpr hv) (sq_nonneg (f 0))
  rw [expectation_eq_differences] at h
  exact hS.ne' (norm_eq_zero_of_differences n f (by linarith))

/-- On `n + 2` sites the lowest attachment energy is at most `2 / (n + 1)`, for every `v`. -/
theorem lowest_le (n : ℕ) (v : ℝ) : lowest (n + 1) v ≤ 2 / ((n : ℝ) + 1) := by
  -- trial orbital: zero on the first site, constant on all others
  obtain ⟨f, h0, h1⟩ : ∃ f : ℕ → ℝ, f 0 = 0 ∧ ∀ k, f (k + 1) = 1 :=
    ⟨fun k => if k = 0 then 0 else 1, by simp, by simp⟩
  have h := variational (n + 1) v f
  have hS : ∑ k ∈ Finset.range (n + 1 + 1), f k ^ 2 = (n : ℝ) + 1 := by
    rw [Finset.sum_range_succ']
    simp [h0, h1]
  have hD : ∑ k ∈ Finset.range (n + 1), (f k - f (k + 1)) ^ 2 = 1 := by
    rw [Finset.sum_range_succ']
    simp [h0, h1]
  rw [expectation_eq_differences, hS, hD, h0, h1] at h
  rw [le_div_iff₀ (by positivity)]
  linarith

/-- For `v > 1` the lowest attachment energy on `n + 1` sites lies above `2 - v - 1/v` by at most
`(1/v)^(2n+1)`, or equals it. -/
theorem lowest_bounds (n : ℕ) {v : ℝ} (hv : 1 < v) :
    2 - v - 1 / v ≤ lowest n v ∧ lowest n v ≤ 2 - v - 1 / v + (1 / v) ^ (2 * n + 1) := by
  have hv0 : 0 < v := by linarith
  have hw : 0 < 1 / v := one_div_pos.mpr hv0
  have lower : 2 - v - 1 / v ≤ lowest n v := by
    obtain ⟨f, hS, h⟩ := exists_orbital (lowest_isLeast n v).1
    rw [expectation_eq_bound n hv0.ne'] at h
    have hr : 0 ≤ 1 / v * (∑ k ∈ Finset.range n, (f k - v * f (k + 1)) ^ 2 + f n ^ 2) :=
      mul_nonneg hw.le (add_nonneg (Finset.sum_nonneg fun k _ => sq_nonneg _) (sq_nonneg _))
    exact le_of_mul_le_mul_right (by linarith) hS
  refine ⟨lower, ?_⟩
  -- trial orbital: amplitude falling by the factor 1/v per site
  have h := variational n v (fun k => (1 / v) ^ k)
  rw [expectation_eq_bound n hv0.ne'] at h
  have hz : ∑ k ∈ Finset.range n, ((1 / v) ^ k - v * (1 / v) ^ (k + 1)) ^ 2 = 0 := by
    refine Finset.sum_eq_zero fun k _ => ?_
    have e : v * (1 / v) ^ (k + 1) = (1 / v) ^ k := by
      rw [pow_succ', ← mul_assoc, mul_one_div_cancel hv0.ne', one_mul]
    rw [e, sub_self]
    norm_num
  have ht : 1 / v * (0 + ((1 / v) ^ n) ^ 2) = (1 / v) ^ (2 * n + 1) := by
    rw [zero_add, ← pow_mul, mul_comm n 2, pow_succ']
  have hS : 1 ≤ ∑ k ∈ Finset.range (n + 1), ((1 / v) ^ k) ^ 2 := by
    rw [Finset.sum_range_succ', pow_zero, one_pow]
    exact le_add_of_nonneg_left (Finset.sum_nonneg fun k _ => sq_nonneg _)
  rw [hz, ht] at h
  have hp := mul_nonneg (sub_nonneg.mpr lower) (sub_nonneg.mpr hS)
  linarith

/-- For `v ≤ 1` all attachment energies are positive and the lowest tends to 0 as the chain
grows; for `v > 1` the lowest tends to the negative value `2 - v - 1/v`. -/
theorem attachment_threshold (v : ℝ) :
    (v ≤ 1 → (∀ n, ∀ E ∈ energies n v, 0 < E) ∧
      Tendsto (fun n => lowest n v) atTop (𝓝 0)) ∧
    (1 < v → 2 - v - 1 / v < 0 ∧
      Tendsto (fun n => lowest n v) atTop (𝓝 (2 - v - 1 / v))) := by
  refine ⟨fun hv => ⟨fun n E hE => energy_pos hv hE, ?_⟩, fun hv => ⟨?_, ?_⟩⟩
  · have hlim : Tendsto (fun n : ℕ => 2 / ((n : ℝ) + 1)) atTop (𝓝 0) := by
      simpa [div_eq_mul_inv] using
        (tendsto_one_div_add_atTop_nhds_zero_nat (𝕜 := ℝ)).const_mul 2
    refine (tendsto_add_atTop_iff_nat 1).mp ?_
    exact tendsto_of_tendsto_of_tendsto_of_le_of_le tendsto_const_nhds hlim
      (fun n => (energy_pos hv (lowest_isLeast (n + 1) v).1).le) (fun n => lowest_le n v)
  · -- the limit equals -(v - 1)^2 / v
    have hv0 : 0 < v := by linarith
    have h : v * (1 / v) = 1 := mul_one_div_cancel hv0.ne'
    have hw : 0 < 1 / v := one_div_pos.mpr hv0
    generalize 1 / v = w at h hw ⊢
    have hp : 0 < (v - 1) ^ 2 * w := mul_pos (pow_pos (sub_pos.mpr hv) 2) hw
    have e : (v - 1) ^ 2 * w = v - 2 + w := by linear_combination (v - 2) * h
    linarith
  · have hv0 : 0 < v := by linarith
    have hw : 1 / v < 1 := by rw [div_lt_one hv0]; exact hv
    have hexp : Tendsto (fun n : ℕ => 2 * n + 1) atTop atTop :=
      tendsto_atTop_mono (fun n => by change n ≤ 2 * n + 1; omega) tendsto_id
    have hpow := (tendsto_pow_atTop_nhds_zero_of_lt_one (one_div_pos.mpr hv0).le hw).comp hexp
    have hlim := hpow.const_add (2 - v - 1 / v)
    rw [add_zero] at hlim
    exact tendsto_of_tendsto_of_tendsto_of_le_of_le tendsto_const_nhds hlim
      (fun n => (lowest_bounds n hv).1) (fun n => (lowest_bounds n hv).2)

/-- Some finite chain has a negative lowest attachment energy exactly when `v > 1`. -/
theorem exists_bound_iff (v : ℝ) : (∃ n, lowest n v < 0) ↔ 1 < v := by
  constructor
  · rintro ⟨n, hn⟩
    by_contra hv
    exact lt_asymm hn (energy_pos (not_lt.mp hv) (lowest_isLeast n v).1)
  · intro hv
    obtain ⟨hneg, hlim⟩ := (attachment_threshold v).2 hv
    exact (hlim.eventually (gt_mem_nhds hneg)).exists

end

end ElectronAttachmentChain
```

```lean
#print axioms ElectronAttachmentChain.attachment_threshold
-- 'ElectronAttachmentChain.attachment_threshold' depends on axioms: [propext, Classical.choice, Quot.sound]
#print axioms ElectronAttachmentChain.exists_bound_iff
-- 'ElectronAttachmentChain.exists_bound_iff' depends on axioms: [propext, Classical.choice, Quot.sound]
```

## What the theorems say about the chain, and where they stop

`attachment n v` is the matrix $H_n(v)$, so the argument `n` means `n + 1` sites. `energies n v` is the set of real numbers with a nonzero real eigenvector, and `lowest n v` is its infimum. `lowest_isLeast` shows that this infimum is an eigenvalue. An orbital is a function `f : ℕ → ℝ`, of which the chain uses only the first `n + 1` values, and `expectation` is $Q$, without division by $S$.

`attachment_threshold` states, for every real $v$, positivity of all energies and the limit 0 when $v\le1$, and the negative limit $\varepsilon$ when $v>1$. `exists_bound_iff` adds that some finite chain has a negative lowest energy exactly when $v>1$. It does not say how long that chain must be.

The proof follows the derivation, with these differences in method:

- `expectation_eq` adds one site at a time; `col` and `row` are the two equal couplings to the new site. Induction and `linear_combination` then give (1) and (2) as `expectation_eq_differences` and `expectation_eq_bound`.
- `lowest_isLeast` uses the finitely many roots of the characteristic polynomial, and an eigenvector from the spectral theorem.
- `variational` shows that $H_n(v)-\lambda_n$ is positive semidefinite, in place of the eigenvector expansion.
- `exists_orbital` turns an eigenvector into a function on the naturals. `norm_eq_zero_of_differences` carries the zero amplitude back from the last site, and `energy_pos` draws the contradiction.
- `lowest_le` and `lowest_bounds` insert the two trial orbitals, and `attachment_threshold` squeezes `lowest` between the bounds.

The parameter $v$ is postulated: it stands for the short-range attraction of the neutral system, in units of the hopping strength. Energy zero is the bottom of the band of a long chain without the attraction, and so represents a detached electron at rest. The model contains no electron correlation, and its matrix is symmetric, unlike the EOM-EA coupled-cluster matrix in general. Longer chains extend the space at fixed site spacing; they do not refine it. The theorems concern real eigenvalues, not the rounding errors of a solver, and they give no convergence rate for a molecular basis set.
